# Linear Zeeman slope from two-state clock mixing, and its cancellation between m and −m

Let a two-state Hamiltonian have diagonal energies 0 and D > 0 and off-diagonal coupling a + bmB, where B is the magnetic field, m is the magnetic quantum number, and a and b are real constants independent of m and B. Its lower eigenvalue E_m(B) has zero-field slope

dE_m/dB at B = 0  =  −2abm / √(D² + 4a²),

which is linear in m. The average (E_m + E_(−m))/2 is an even function of B with zero slope at B = 0.

## Where a J = 0 level gets a linear shift

An electronic state with J = 0 has no first-order electronic Zeeman shift. If the nucleus has spin, the hyperfine interaction mixes this state with a nearby J = 1 state, and the field couples the same two states. The cross term between the two couplings gives an energy shift linear in B.

The model keeps one state of each kind. Both have total angular momentum F = I, where I is the nuclear spin and F includes it, and both have the same projection m of F along the field. State 0 is the unmixed clock state, at energy 0, and state 1 lies D above it. The number a is the hyperfine matrix element between them, taken to be independent of the magnetic quantum number m. The Zeeman matrix element is bmB, with b an energy per unit field. In the basis (state 0, state 1),

H_m(B) = [[0, c], [c, D]],  c = a + bmB.

Optical clocks based on a J = 0 to J = 0 transition in atoms with nuclear spin can remove the linear Zeeman shift by measuring the transitions for m and −m in the same field and averaging them. The model reproduces this for the mixing contribution of a single pair of states. It omits the direct nuclear Zeeman energy, the first-order Zeeman shift of the J = 1 state, all other coupled levels and the shift of the other clock state.

## The lower energy

Write an eigenvector as v = (v0, v1). The Schrödinger equation H v = E v is

c v1 = E v0,
c v0 + D v1 = E v1.

The second line says c v0 = (E − D) v1. Multiply it by c and use the first line to replace c v1, which gives c² v0 = E(E − D) v0. Multiplying the first line by c and using the second gives c² v1 = E(E − D) v1 in the same way. At least one component is nonzero, so

E² − DE − c² = 0.

Completing the square gives (2E − D)² = D² + 4c². With the level splitting

W = √(D² + 4c²),

every eigenvalue therefore satisfies E ≥ (D − W)/2. This bound is attained. Set E = (D − W)/2 and take v = (D − E, −c). The first equation becomes −c² = E(D − E), which is the quadratic equation, and the second is an identity. The vector is nonzero because D − E = (D + W)/2 > 0. Hence

E_m(B) = (D − W)/2.

The squared length of v is W(W + D)/2. After normalisation, the weight of state 1 in the lower state is c²/[W(W + D)/2] = (1 − D/W)/2.

## Slope, symmetry and curvature

Since dc/dB = bm, the chain rule gives

dW/dB = 4bmc/W,
dE_m/dB = −2bmc/W.

At B = 0 we have c = a and W = √(D² + 4a²), which is the slope stated at the start. If |a| is much smaller than D, it is close to −2abm/D, the coefficient of B in the second-order perturbation energy −c²/D.

The quantum number and the field enter only through the product mB, so

E_(−m)(B) = E_m(−B).

Replacing B by −B therefore exchanges the two terms of the average, which makes it even. Its slope at zero is half the sum of −2abm/√(D² + 4a²) and +2abm/√(D² + 4a²), which is 0.

For a single level with bm ≠ 0, the slope vanishes exactly when c = 0, that is, at the field where the Zeeman coupling cancels the hyperfine coupling. Differentiating once more,

d²E_m/dB² = −2bm (bm W − c · 4bmc/W)/W²
          = −2(bm)² (W² − 4c²)/W³
          = −2(bm)² D²/W³.

The average thus has no linear shift at zero field, but for bm ≠ 0 a quadratic one remains. To see its sign at any field, put x = bmB and let W₊, W₋ and W₀ be the splittings for couplings a + x, a − x and a. Expansion gives

W₊² W₋² = (D² + 4(a² − x²))² + 16D²x².

For x ≠ 0 this implies W₊W₋ > D² + 4(a² − x²). Then

(W₊ + W₋)² = 2D² + 8a² + 8x² + 2W₊W₋ > 4D² + 16a² = (2W₀)².

So W₊ + W₋ > 2W₀, and the averaged lower energy lies strictly below its zero-field value.

## What the Lean statements say

`hamiltonian D a b m B` is the real 2 × 2 matrix above, with indices 0 and 1 as in the text. `gap` is W, `lowerEnergy` is (D − W)/2, and `meanEnergy` is the average over m and −m. All parameters are real numbers, so integer and half-integer m are both included, as is m = 0, for which the model has no field dependence. A real m = 0 level can still shift quadratically through the levels left out here.

The theorem `lowerEnergy_isLeast` ties the formula to the matrix. It says that `lowerEnergy` is the least element of the set of real E for which some nonzero real vector v satisfies `hamiltonian D a b m B *ᵥ v = E • v`. Real vectors suffice because the matrix is real and symmetric.

The theorem `clock_state_mixing` has three parts: the zero-field slope, the evenness of the average for every B, and the zero slope of the average. An expression such as `HasDerivAt (lowerEnergy D a b m) s 0` says that the energy, as a function of the field, is differentiable at B = 0 with derivative s.

The assumption D > 0 stands for a clock state that lies below its mixing partner before the coupling is switched on. It also keeps W away from zero. At D = 0 the lower energy would be −|c|, which has a kink at c = 0 when bm ≠ 0. The form of the coupling, with a constant part and a part proportional to mB, is put in as the model and is not derived from atomic wavefunctions.

## The Lean file

```lean
import Mathlib

open Matrix

namespace ClockStateMixing

noncomputable section

/-- Two-state Hamiltonian with zero-order splitting `D` and off-diagonal coupling
`a + b m B`, the sum of a hyperfine and a Zeeman part. -/
def hamiltonian (D a b m B : ℝ) : Matrix (Fin 2) (Fin 2) ℝ :=
  !![0, a + b * m * B; a + b * m * B, D]

/-- The level splitting `√(D² + 4 (a + b m B)²)`. -/
def gap (D a b m B : ℝ) : ℝ := √(D ^ 2 + 4 * (a + b * m * B) ^ 2)

/-- The energy `E_m(B)` of the lower level. -/
def lowerEnergy (D a b m B : ℝ) : ℝ := (D - gap D a b m B) / 2

/-- The average of the lower energies for `m` and `-m`. -/
def meanEnergy (D a b m B : ℝ) : ℝ :=
  (lowerEnergy D a b m B + lowerEnergy D a b (-m) B) / 2

lemma gap_pos {D : ℝ} (hD : 0 < D) (a b m B : ℝ) : 0 < gap D a b m B := by
  unfold gap
  positivity

lemma gap_sq (D a b m B : ℝ) :
    gap D a b m B ^ 2 = D ^ 2 + 4 * (a + b * m * B) ^ 2 :=
  Real.sq_sqrt (by positivity)

/-- The stationary Schrödinger equation of the two-state model, written in components. -/
lemma eigen_iff (D a b m B E : ℝ) (v : Fin 2 → ℝ) :
    hamiltonian D a b m B *ᵥ v = E • v ↔
      (a + b * m * B) * v 1 = E * v 0 ∧
        (a + b * m * B) * v 0 + D * v 1 = E * v 1 := by
  simp only [funext_iff, Fin.forall_fin_two]
  simp [hamiltonian, Matrix.mulVec, dotProduct, Fin.sum_univ_two]

/-- `lowerEnergy` is the smallest eigenvalue of the Hamiltonian. -/
theorem lowerEnergy_isLeast {D : ℝ} (hD : 0 < D) (a b m B : ℝ) :
    IsLeast {E : ℝ | ∃ v : Fin 2 → ℝ, v ≠ 0 ∧ hamiltonian D a b m B *ᵥ v = E • v}
      (lowerEnergy D a b m B) := by
  have hg := gap_sq D a b m B
  have hp := gap_pos hD a b m B
  constructor
  · -- an explicit eigenvector, nonzero because `D` is positive
    have hE : lowerEnergy D a b m B ^ 2 - D * lowerEnergy D a b m B
        - (a + b * m * B) ^ 2 = 0 := by
      unfold lowerEnergy
      linear_combination hg / 4
    refine ⟨![D - lowerEnergy D a b m B, -(a + b * m * B)], ?_, ?_⟩
    · intro h
      have h0 : D - lowerEnergy D a b m B = 0 := congrFun h 0
      unfold lowerEnergy at h0
      linarith
    · rw [eigen_iff]
      constructor
      · show (a + b * m * B) * -(a + b * m * B)
          = lowerEnergy D a b m B * (D - lowerEnergy D a b m B)
        linear_combination hE
      · show (a + b * m * B) * (D - lowerEnergy D a b m B) + D * -(a + b * m * B)
          = lowerEnergy D a b m B * -(a + b * m * B)
        ring
  · rintro E ⟨v, hv, h⟩
    obtain ⟨h0, h1⟩ := (eigen_iff D a b m B E v).mp h
    -- every eigenvalue solves the secular equation
    have key : E ^ 2 - D * E - (a + b * m * B) ^ 2 = 0 := by
      by_contra hne
      have e0 : (E ^ 2 - D * E - (a + b * m * B) ^ 2) * v 0 = 0 := by
        linear_combination (D - E) * h0 - (a + b * m * B) * h1
      have e1 : (E ^ 2 - D * E - (a + b * m * B) ^ 2) * v 1 = 0 := by
        linear_combination (-E) * h1 - (a + b * m * B) * h0
      apply hv
      ext i
      fin_cases i
      · exact (mul_eq_zero.mp e0).resolve_left hne
      · exact (mul_eq_zero.mp e1).resolve_left hne
    have hb : |2 * E - D| ≤ √(D ^ 2 + 4 * (a + b * m * B) ^ 2) :=
      Real.abs_le_sqrt (le_of_eq (by linear_combination 4 * key))
    unfold lowerEnergy gap
    linarith [neg_abs_le (2 * E - D)]

lemma hasDerivAt_coupling (a b m B : ℝ) :
    HasDerivAt (fun x : ℝ => a + b * m * x) (b * m) B :=
  (((hasDerivAt_id' B).const_mul (b * m)).const_add a).congr_deriv (by ring)

lemma hasDerivAt_gap {D : ℝ} (hD : 0 < D) (a b m B : ℝ) :
    HasDerivAt (gap D a b m) (4 * (b * m) * (a + b * m * B) / gap D a b m B) B := by
  have hs : 0 < D ^ 2 + 4 * (a + b * m * B) ^ 2 := by positivity
  have h2 : HasDerivAt (fun x : ℝ => D ^ 2 + 4 * (a + b * m * x) ^ 2)
      (8 * (b * m) * (a + b * m * B)) B :=
    ((((hasDerivAt_coupling a b m B).fun_pow 2).const_mul 4).const_add (D ^ 2)).congr_deriv
      (by simp only [show (2 : ℕ) - 1 = 1 from rfl, pow_one]; push_cast; ring)
  exact (h2.sqrt hs.ne').congr_deriv (by unfold gap; ring)

/-- The slope of the lower energy at an arbitrary field `B`. -/
theorem lowerEnergy_slope {D : ℝ} (hD : 0 < D) (a b m B : ℝ) :
    HasDerivAt (lowerEnergy D a b m)
      (-2 * (b * m) * (a + b * m * B) / gap D a b m B) B :=
  (((hasDerivAt_gap hD a b m B).const_sub D).div_const 2).congr_deriv (by ring)

/-- Reversing `m` has the same effect on the lower energy as reversing the field. -/
theorem lowerEnergy_neg (D a b m B : ℝ) :
    lowerEnergy D a b (-m) B = lowerEnergy D a b m (-B) := by
  unfold lowerEnergy gap
  rw [show b * -m * B = b * m * -B by ring]

/-- At zero field the lower energy has slope `-2abm/√(D² + 4a²)`; the average over `m` and
`-m` is even in the field and has zero slope there. -/
theorem clock_state_mixing {D : ℝ} (hD : 0 < D) (a b m : ℝ) :
    HasDerivAt (lowerEnergy D a b m) (-2 * a * b * m / √(D ^ 2 + 4 * a ^ 2)) 0 ∧
      (∀ B, meanEnergy D a b m (-B) = meanEnergy D a b m B) ∧
      HasDerivAt (meanEnergy D a b m) 0 0 := by
  have slope : ∀ k : ℝ, HasDerivAt (lowerEnergy D a b k)
      (-2 * a * b * k / √(D ^ 2 + 4 * a ^ 2)) 0 := fun k =>
    (lowerEnergy_slope hD a b k 0).congr_deriv
      (by simp only [gap, mul_zero, add_zero]; ring)
  refine ⟨slope m, fun B => ?_, ?_⟩
  · simp only [meanEnergy, lowerEnergy_neg, neg_neg]
    ring
  · -- the slopes for `m` and `-m` cancel
    exact (((slope m).fun_add (slope (-m))).div_const 2).congr_deriv (by ring)

/-- If `b m` is nonzero, the lower energy is stationary in the field exactly where the total
coupling `a + b m B` vanishes. -/
theorem stationary_iff {D : ℝ} (hD : 0 < D) (a : ℝ) {b m : ℝ} (hbm : b * m ≠ 0) (B : ℝ) :
    deriv (lowerEnergy D a b m) B = 0 ↔ a + b * m * B = 0 := by
  rw [(lowerEnergy_slope hD a b m B).deriv, div_eq_zero_iff]
  constructor
  · rintro (h | h)
    · have h' : (b * m) * (a + b * m * B) = 0 := by linear_combination (-1 / 2) * h
      exact (mul_eq_zero.mp h').resolve_left hbm
    · exact absurd h (gap_pos hD a b m B).ne'
  · intro h
    left
    rw [h, mul_zero]

/-- The second derivative of the lower energy with respect to the field, at any field. -/
theorem lowerEnergy_curvature {D : ℝ} (hD : 0 < D) (a b m B : ℝ) :
    HasDerivAt (deriv (lowerEnergy D a b m))
      (-2 * (b * m) ^ 2 * D ^ 2 / gap D a b m B ^ 3) B := by
  have hfun : deriv (lowerEnergy D a b m) =
      fun x => -2 * (b * m) * (a + b * m * x) / gap D a b m x :=
    funext fun x => (lowerEnergy_slope hD a b m x).deriv
  have hg := (gap_pos hD a b m B).ne'
  have hD2 : D ^ 2 = gap D a b m B ^ 2 - 4 * (a + b * m * B) ^ 2 := by
    linear_combination -gap_sq D a b m B
  rw [hfun]
  refine (((hasDerivAt_coupling a b m B).const_mul (-2 * (b * m))).fun_div
    (hasDerivAt_gap hD a b m B) hg).congr_deriv ?_
  rw [hD2]
  field_simp
  ring

/-- Whenever the Zeeman coupling `b m B` is nonzero, the averaged energy lies strictly below
its zero-field value. -/
theorem meanEnergy_lt_zero_field {D : ℝ} (hD : 0 < D) (a : ℝ) {b m B : ℝ}
    (hB : b * m * B ≠ 0) : meanEnergy D a b m B < meanEnergy D a b m 0 := by
  have hp := gap_pos hD a b m B
  have hq := gap_pos hD a b (-m) B
  have hp2 := gap_sq D a b m B
  have hq2 := gap_sq D a b (-m) B
  have hr2 := gap_sq D a b m 0
  have h0 : gap D a b (-m) 0 = gap D a b m 0 := by simp only [gap, mul_zero]
  have hx : 0 < 16 * D ^ 2 * (b * m * B) ^ 2 := by positivity
  -- lower bound on the product of the two splittings
  have hprod : (D ^ 2 + 4 * (a ^ 2 - (b * m * B) ^ 2)) ^ 2
      < (gap D a b m B * gap D a b (-m) B) ^ 2 := by
    have e : (gap D a b m B * gap D a b (-m) B) ^ 2 =
        (D ^ 2 + 4 * (a + b * m * B) ^ 2) * (D ^ 2 + 4 * (a + b * -m * B) ^ 2) := by
      rw [← hp2, ← hq2]
      ring
    rw [e]
    nlinarith [hx]
  have h1 := lt_of_le_of_lt (le_abs_self _)
    (abs_lt_of_sq_lt_sq hprod (mul_pos hp hq).le)
  -- hence the sum of the splittings exceeds twice the zero-field splitting
  have hsum : (2 * gap D a b m 0) ^ 2 < (gap D a b m B + gap D a b (-m) B) ^ 2 := by
    linarith
  have h2 := lt_of_le_of_lt (le_abs_self _)
    (abs_lt_of_sq_lt_sq hsum (add_pos hp hq).le)
  unfold meanEnergy lowerEnergy
  rw [h0]
  linarith

end

end ClockStateMixing
```

```lean
#print axioms ClockStateMixing.clock_state_mixing
#print axioms ClockStateMixing.stationary_iff
#print axioms ClockStateMixing.lowerEnergy_curvature
#print axioms ClockStateMixing.meanEnergy_lt_zero_field
```

```
'ClockStateMixing.clock_state_mixing' depends on axioms: [propext, Classical.choice, Quot.sound]
'ClockStateMixing.stationary_iff' depends on axioms: [propext, Classical.choice, Quot.sound]
'ClockStateMixing.lowerEnergy_curvature' depends on axioms: [propext, Classical.choice, Quot.sound]
'ClockStateMixing.meanEnergy_lt_zero_field' depends on axioms: [propext, Classical.choice, Quot.sound]
```

## How the eigenvalue proof runs

`gap_pos` and `gap_sq` record that W > 0 and W² = D² + 4c². `eigen_iff` turns the matrix equation into the two component equations.

The proof of `lowerEnergy_isLeast` has two halves. The first supplies the vector (D − E, −c). The quadratic equation for `lowerEnergy` is a quarter of the identity for W², which is what `linear_combination hg / 4` expresses. If the vector were zero, its first component would give D + W = 0, contradicting positivity.

The second half takes an arbitrary eigenvalue. The statement `key` is the quadratic equation, proved by contradiction: `e0` and `e1` show that its left-hand side times v0 and times v1 is zero, so if that left-hand side were nonzero, both components would vanish. The square-root step `Real.abs_le_sqrt` then gives |2E − D| ≤ W, and the lower bound follows.

## How the derivatives and the average are handled

`hasDerivAt_coupling` differentiates c, `hasDerivAt_gap` applies the chain rule to the square root, and `lowerEnergy_slope` gives the slope at every field. In these proofs `congr_deriv` replaces the derivative produced by the general rules with the simpler expression found by hand.

`lowerEnergy_neg` is the relation E_(−m)(B) = E_m(−B). In `clock_state_mixing`, the local statement `slope` gives the zero-field slope for an arbitrary real k in place of m. It is used with k = m for the first part and with both k = m and k = −m for the last. Evenness follows from `lowerEnergy_neg` by exchanging the two terms of the sum.

`stationary_iff` sets the numerator of the slope to zero, since W cannot vanish, and divides out the nonzero factor bm. `lowerEnergy_curvature` first identifies the derivative function with the slope formula at all fields, then applies the quotient rule and replaces D² by W² − 4c².

`meanEnergy_lt_zero_field` follows the two squared inequalities of the derivation. `hprod` compares the product of the splittings with D² + 4(a² − x²), the difference of the squares being the positive quantity `hx`. `hsum` compares their sum with 2W₀. Each time, `abs_lt_of_sq_lt_sq` passes from squares to the quantities themselves. It requires only the larger side to be non-negative, which matters because D² + 4(a² − x²) can be negative.

## Evaluating the shift numerically

A program can diagonalise H for m and −m at the same small field h and form

(E_m(h) − E_(−m)(h)) / (2h).

Because E_(−m)(h) = E_m(−h), this is exactly the central finite difference for the zero-field slope of E_m. The half-sum of the same two energies, minus the zero-field energy, gives the remaining even shift.

When |c| is much smaller than D, the formula (D − W)/2 subtracts two nearly equal numbers and loses digits in floating-point arithmetic. The equivalent form

E_m = −2c² / (D + W)

avoids that subtraction.

## The upper level

The two eigenvalues add up to the trace D, so the upper energy is D − E_m(B) = (D + W)/2. Its zero-field slope is +2abm/√(D² + 4a²), opposite to that of the lower level. Its average over m and −m is again even in B with zero slope at B = 0, but for bmB ≠ 0 it lies above its zero-field value.
